# Norm decay under an absorbing potential

An outgoing wave packet propagated on a finite grid eventually reaches the edge, where it reflects or wraps around and spoils the interior. One remedy adds a term $-iW$ near the boundary, so that $H$ becomes $H-iW$. The generator is then no longer Hermitian, and unitarity says nothing about the norm. With the wrong sign the norm grows: for $H=0$ and $W=-1$ the equation is $\psi'=\psi$, and $\|\psi\|$ grows like $e^{t}$. Writing the propagator as $e^{-iHt}e^{-Wt}$ does not settle the question either, since that factorisation fails in general when $H$ and $W$ do not commute. Reading the lost norm as absorbed probability presumes that the norm does not increase; for Hermitian $H$ and positive semidefinite $W$ this follows from the exact rate of change of the norm, derived here for the exact continuous-time flow with operators defined on the whole state space.

## The claim and its derivation

Take $\hbar=1$ and an inner product conjugate-linear in its first argument. Let $\psi'(t)=-i\,(H(t)-iW(t))\,\psi(t)$ for all real $t$, with $H(t)$ Hermitian. The product rule gives

$$\frac{d}{dt}\langle\psi,\psi\rangle=\langle\psi,\psi'\rangle+\langle\psi',\psi\rangle .$$

The two terms are

$$\langle\psi,\psi'\rangle=-i\langle\psi,H\psi\rangle+i^2\langle\psi,W\psi\rangle,\qquad \langle\psi',\psi\rangle=+i\langle H\psi,\psi\rangle+i^2\langle W\psi,\psi\rangle .$$

Since $\langle H\psi,\psi\rangle=\langle\psi,H\psi\rangle$, the $H$ terms cancel, and $i^2=-1$ leaves

$$\frac{d}{dt}\langle\psi,\psi\rangle=-\big(\langle\psi,W\psi\rangle+\langle W\psi,\psi\rangle\big).$$

For Hermitian $W$ this is $-2\langle\psi,W\psi\rangle$. For any $W$ the two terms are complex conjugates, so

$$\frac{d}{dt}\|\psi\|^2=-2\operatorname{Re}\langle\psi,W\psi\rangle .$$

If $\operatorname{Re}\langle x,W(t)x\rangle\ge0$ for all $x$ and $t$, the derivative is nowhere positive, so $\|\psi\|^2$ and hence $\|\psi\|$ are nonincreasing. The Hermiticity of $H$ is needed: in one dimension $H=i$, $W=0$ again gives $\psi'=\psi$.

If $\operatorname{Re}\langle x,W(t)x\rangle\ge\gamma\|x\|^2$, then

$$\frac{d}{dt}\big(e^{2\gamma t}\|\psi\|^2\big)=-2e^{2\gamma t}\big(\operatorname{Re}\langle\psi,W\psi\rangle-\gamma\|\psi\|^2\big)\le0,$$

so $e^{2\gamma t}\|\psi(t)\|^2\le e^{2\gamma s}\|\psi(s)\|^2$ for $s\le t$, which is $\|\psi(t)\|^2\le e^{-2\gamma(t-s)}\|\psi(s)\|^2$.

Conversely, let $H$ and $W$ be bounded and constant on a Hilbert space, and put $A=-i(H-iW)$. For any $x$ the curve $\psi(t)=e^{tA}x$ is a solution with $\psi(0)=x$. If its norm is nonincreasing, the derivative of $\|\psi\|^2$ at $t=0$, which equals $-2\operatorname{Re}\langle x,Wx\rangle$, is at most zero. Hence $\operatorname{Re}\langle x,Wx\rangle\ge0$.

## The formal setting

States lie in a complex inner product space `E`, not assumed complete or finite-dimensional. The real structure `NormedSpace ℝ E` allows differentiation in real time, and `⟪x, y⟫_ℂ` is conjugate-linear in `x`.

```lean
import Mathlib

open Complex (I)
open Matrix
open scoped InnerProductSpace ComplexOrder

namespace AbsorbingPotential

noncomputable section

section General

variable {E : Type*} [NormedAddCommGroup E] [InnerProductSpace ℂ E]
  [NormedSpace ℝ E]
```

`effHam H W` is $H-iW$, and `expectation W x` is $\operatorname{Re}\langle x,Wx\rangle$, not divided by $\|x\|^2$.

```lean
/-- The effective Hamiltonian `H - i W` with absorbing potential `W`. -/
def effHam (H W : E →ₗ[ℂ] E) : E →ₗ[ℂ] E := H - I • W

/-- The real part of the matrix element `⟨x, W x⟩`. -/
def expectation (W : E →ₗ[ℂ] E) (x : E) : ℝ := (⟪x, W x⟫_ℂ).re
```

`IsEvolution H W ψ` states the equation of motion at every real time, with the derivative taken in the norm of `E`. It is a hypothesis about a given curve: the existence of solutions for time-dependent operators is assumed where it is used and is not derived. The maps `H t` and `W t` act on all of `E`, so operators defined only on a dense domain of a Hilbert space are not treated as such, and neither are solutions on a half-line.

```lean
/-- `ψ` solves `ψ'(t) = -i (H(t) - i W(t)) ψ(t)` at every real time. -/
def IsEvolution (H W : ℝ → E →ₗ[ℂ] E) (ψ : ℝ → E) : Prop :=
  ∀ t, HasDerivAt ψ ((-I) • effHam (H t) (W t) (ψ t)) t
```

## The derivative of the norm

Hermiticity is `IsSymmetric`, meaning $\langle Hx,y\rangle=\langle x,Hy\rangle$ for all $x,y$. `HasDerivAt.inner` is the product rule, and `hs` is the identity that cancels the $H$ terms. The `simp only` call pulls the scalars out of both slots, conjugating $i$ on the left, and `linear_combination` with `Complex.I_sq` replaces $i^2$ by $-1$.

```lean
/-- For Hermitian `H(t)` and any `W(t)`, the time derivative of `⟨ψ, ψ⟩` along a solution is
`-(⟨ψ, W ψ⟩ + ⟨W ψ, ψ⟩)`. -/
theorem hasDerivAt_inner_self {H W : ℝ → E →ₗ[ℂ] E} {ψ : ℝ → E}
    (hH : ∀ t, (H t).IsSymmetric) (hψ : IsEvolution H W ψ) (t : ℝ) :
    HasDerivAt (fun s => ⟪ψ s, ψ s⟫_ℂ)
      (-(⟪ψ t, W t (ψ t)⟫_ℂ + ⟪W t (ψ t), ψ t⟫_ℂ)) t := by
  have h := HasDerivAt.inner ℂ (hψ t) (hψ t)
  refine h.congr_deriv ?_
  -- the two `H` terms cancel because `H` is Hermitian
  have hs : ⟪H t (ψ t), ψ t⟫_ℂ = ⟪ψ t, H t (ψ t)⟫_ℂ := hH t _ _
  simp only [effHam, LinearMap.sub_apply, LinearMap.smul_apply, inner_smul_left,
    inner_smul_right, inner_sub_left, inner_sub_right, map_neg, Complex.conj_I, hs]
  linear_combination (⟪ψ t, W t (ψ t)⟫_ℂ + ⟪W t (ψ t), ψ t⟫_ℂ) * Complex.I_sq
```

With `W t` symmetric as well, the two remaining terms coincide.

```lean
/-- For Hermitian `H(t)` and Hermitian `W(t)`, the time derivative of `⟨ψ, ψ⟩` along a
solution is `-2 ⟨ψ, W ψ⟩`. -/
theorem hasDerivAt_inner_self_of_symmetric {H W : ℝ → E →ₗ[ℂ] E} {ψ : ℝ → E}
    (hH : ∀ t, (H t).IsSymmetric) (hW : ∀ t, (W t).IsSymmetric)
    (hψ : IsEvolution H W ψ) (t : ℝ) :
    HasDerivAt (fun s => ⟪ψ s, ψ s⟫_ℂ) (-2 * ⟪ψ t, W t (ψ t)⟫_ℂ) t := by
  refine (hasDerivAt_inner_self hH hψ t).congr_deriv ?_
  have hs : ⟪W t (ψ t), ψ t⟫_ℂ = ⟪ψ t, W t (ψ t)⟫_ℂ := hW t _ _
  rw [hs]
  ring
```

The real form composes the first result with the real-part map `Complex.reCLM`. Step `hf` identifies $\operatorname{Re}\langle\psi,\psi\rangle$ with $\|\psi\|^2$, and `hsym` says that complex conjugates share a real part. Nothing is assumed about `W`.

```lean
/-- For Hermitian `H(t)`, the time derivative of `‖ψ‖²` along a solution is
`-2 Re ⟨ψ, W ψ⟩`. -/
theorem hasDerivAt_normSq {H W : ℝ → E →ₗ[ℂ] E} {ψ : ℝ → E}
    (hH : ∀ t, (H t).IsSymmetric) (hψ : IsEvolution H W ψ) (t : ℝ) :
    HasDerivAt (fun s => ‖ψ s‖ ^ 2) (-2 * expectation (W t) (ψ t)) t := by
  have h := Complex.reCLM.hasFDerivAt.comp_hasDerivAt t (hasDerivAt_inner_self hH hψ t)
  have hf : (fun s => ‖ψ s‖ ^ 2) = ⇑Complex.reCLM ∘ fun s => ⟪ψ s, ψ s⟫_ℂ := by
    funext s
    exact (inner_self_eq_norm_sq (𝕜 := ℂ) (ψ s)).symm
  rw [hf]
  refine h.congr_deriv ?_
  have hsym : (⟪W t (ψ t), ψ t⟫_ℂ).re = (⟪ψ t, W t (ψ t)⟫_ℂ).re := by
    rw [← inner_conj_symm (W t (ψ t)) (ψ t), Complex.conj_re]
  simp only [Complex.reCLM_apply, Complex.neg_re, Complex.add_re, hsym, expectation]
  ring
```

## Monotonicity, decay rate and converse

`Antitone` means $\|\psi(b)\|\le\|\psi(a)\|$ whenever $a\le b$; strict decrease is not claimed. `antitone_of_deriv_nonpos` passes from the sign of the derivative to monotonicity of the square, and `sq_le_sq₀` removes the square because norms are nonnegative.

```lean
/-- If `H(t)` is Hermitian and `Re ⟨x, W(t) x⟩ ≥ 0` for all `x` and `t`, the norm of a
solution is a nonincreasing function of time. -/
theorem norm_antitone {H W : ℝ → E →ₗ[ℂ] E} {ψ : ℝ → E}
    (hH : ∀ t, (H t).IsSymmetric) (hW : ∀ t x, 0 ≤ expectation (W t) x)
    (hψ : IsEvolution H W ψ) : Antitone (fun t => ‖ψ t‖) := by
  have hd := hasDerivAt_normSq hH hψ
  have hsq : Antitone (fun s => ‖ψ s‖ ^ 2) := by
    refine antitone_of_deriv_nonpos (fun u => (hd u).differentiableAt) (fun u => ?_)
    rw [(hd u).deriv]
    linarith [hW u (ψ u)]
  intro a b hab
  exact (sq_le_sq₀ (norm_nonneg (ψ b)) (norm_nonneg (ψ a))).mp (hsq hab)
```

For the exponential bound, `he` differentiates the integrating factor and `hg` the product. The `nlinarith` hint is the product $e^{2\gamma u}\big(\operatorname{Re}\langle\psi,W\psi\rangle-\gamma\|\psi\|^2\big)\ge0$, and the final lines divide by $e^{2\gamma t}$. The number `γ` is any real, so a negative value bounds growth. A positive value requires absorption in every direction, and a $W$ with a nonzero null vector, such as one that vanishes in the interior of a grid, does not admit one.

```lean
/-- If `H(t)` is Hermitian and `Re ⟨x, W(t) x⟩ ≥ γ ‖x‖²` for all `x` and `t`, then
`‖ψ(t)‖² ≤ exp(-2γ(t - s)) ‖ψ(s)‖²` for `s ≤ t`. -/
theorem normSq_le_exp {H W : ℝ → E →ₗ[ℂ] E} {ψ : ℝ → E} {γ : ℝ}
    (hH : ∀ t, (H t).IsSymmetric) (hW : ∀ t x, γ * ‖x‖ ^ 2 ≤ expectation (W t) x)
    (hψ : IsEvolution H W ψ) {s t : ℝ} (hst : s ≤ t) :
    ‖ψ t‖ ^ 2 ≤ Real.exp (-2 * γ * (t - s)) * ‖ψ s‖ ^ 2 := by
  have he : ∀ u : ℝ, HasDerivAt (fun v : ℝ => Real.exp (2 * γ * v))
      (Real.exp (2 * γ * u) * (2 * γ)) u := fun u =>
    (((hasDerivAt_id' u).const_mul (2 * γ)).exp).congr_deriv (by ring)
  have hg : ∀ u : ℝ, HasDerivAt (fun v : ℝ => Real.exp (2 * γ * v) * ‖ψ v‖ ^ 2)
      (Real.exp (2 * γ * u) * (2 * γ) * ‖ψ u‖ ^ 2
        + Real.exp (2 * γ * u) * (-2 * expectation (W u) (ψ u))) u := fun u =>
    (he u).fun_mul (hasDerivAt_normSq hH hψ u)
  -- integrating factor: `exp(2γt) ‖ψ(t)‖²` is nonincreasing
  have hanti : Antitone (fun v : ℝ => Real.exp (2 * γ * v) * ‖ψ v‖ ^ 2) := by
    refine antitone_of_deriv_nonpos (fun u => (hg u).differentiableAt) (fun u => ?_)
    rw [(hg u).deriv]
    nlinarith [mul_nonneg (Real.exp_pos (2 * γ * u)).le (sub_nonneg.mpr (hW u (ψ u)))]
  have h1 : Real.exp (2 * γ * t) * ‖ψ t‖ ^ 2 ≤ Real.exp (2 * γ * s) * ‖ψ s‖ ^ 2 :=
    hanti hst
  have hs : Real.exp (2 * γ * s) = Real.exp (2 * γ * t) * Real.exp (-2 * γ * (t - s)) := by
    rw [← Real.exp_add]
    congr 1
    ring
  refine le_of_mul_le_mul_left ?_ (Real.exp_pos (2 * γ * t))
  calc Real.exp (2 * γ * t) * ‖ψ t‖ ^ 2 ≤ Real.exp (2 * γ * s) * ‖ψ s‖ ^ 2 := h1
    _ = Real.exp (2 * γ * t) * (Real.exp (-2 * γ * (t - s)) * ‖ψ s‖ ^ 2) := by
      rw [hs]
      exact mul_assoc _ _ _
```

The converse takes continuous linear maps `E →L[ℂ] E` on a complete space, where the operator exponential converges, and `IsScalarTower ℝ ℂ E` makes the real and complex scalings agree. Only `H` is assumed Hermitian. The direction from positivity to monotonicity is `norm_antitone`. For the other, `h1` differentiates $e^{zA}$ in a complex variable $z$, `h2` applies it to `x`, and `h3` restricts to real time by the chain rule. Then `hd.nonpos_of_antitone` gives the sign of the derivative at zero, and `h0` is $e^{0}x=x$.

```lean
/-- For bounded time-independent `H` and `W` on a Hilbert space with `H` Hermitian, every
solution has nonincreasing norm if and only if `Re ⟨x, W x⟩ ≥ 0` for all `x`. -/
theorem norm_antitone_iff [IsScalarTower ℝ ℂ E] [CompleteSpace E] (H W : E →L[ℂ] E)
    (hH : (H : E →ₗ[ℂ] E).IsSymmetric) :
    (∀ ψ : ℝ → E, IsEvolution (fun _ => (H : E →ₗ[ℂ] E)) (fun _ => (W : E →ₗ[ℂ] E)) ψ →
      Antitone (fun t => ‖ψ t‖)) ↔ ∀ x, 0 ≤ expectation (W : E →ₗ[ℂ] E) x := by
  refine ⟨fun h x => ?_, fun h ψ hψ => norm_antitone (fun _ => hH) (fun _ => h) hψ⟩
  obtain ⟨A, hA⟩ : ∃ A : E →L[ℂ] E, A = (-I) • (H - I • W) := ⟨_, rfl⟩
  have key : ∀ y, A y = (-I) • effHam (H : E →ₗ[ℂ] E) (W : E →ₗ[ℂ] E) y := by
    intro y
    rw [hA]
    rfl
  -- the solution through `x` at time zero is `exp(tA) x`
  have hψ : IsEvolution (fun _ => (H : E →ₗ[ℂ] E)) (fun _ => (W : E →ₗ[ℂ] E))
      (fun t : ℝ => NormedSpace.exp ((t : ℂ) • A) x) := by
    intro t
    have h1 : HasDerivAt (fun z : ℂ => NormedSpace.exp (z • A))
        (A * NormedSpace.exp ((t : ℂ) • A)) (t : ℂ) :=
      hasDerivAt_exp_smul_const' A (t : ℂ)
    have h2 : HasDerivAt (fun z : ℂ => NormedSpace.exp (z • A) x)
        (A (NormedSpace.exp ((t : ℂ) • A) x)) (t : ℂ) := by
      refine (h1.clm_apply (hasDerivAt_const (t : ℂ) x)).congr_deriv ?_
      rw [map_zero, add_zero]
      rfl
    have hr : HasDerivAt (fun s : ℝ => (s : ℂ)) ((1 : ℝ) : ℂ) t :=
      (hasDerivAt_id' t).ofReal_comp
    have h3 := HasDerivAt.scomp t h2 hr
    refine h3.congr_deriv ?_
    rw [Complex.ofReal_one, one_smul]
    exact key _
  have anti := h _ hψ
  have antisq : Antitone (fun t : ℝ => ‖NormedSpace.exp ((t : ℂ) • A) x‖ ^ 2) :=
    fun a b hab => pow_le_pow_left₀ (norm_nonneg _) (anti hab) 2
  have hd := hasDerivAt_normSq (fun _ => hH) hψ 0
  -- a nonincreasing function has nonpositive derivative at time zero
  have hle : -2 * expectation (W : E →ₗ[ℂ] E) (NormedSpace.exp (((0 : ℝ) : ℂ) • A) x) ≤ 0 := by
    exact hd.nonpos_of_antitone antisq
  have h0 : NormedSpace.exp (((0 : ℝ) : ℂ) • A) x = x := by simp
  rw [h0] at hle
  linarith

end General
```

## Matrices

On a grid or in a finite orthonormal basis the operators are matrices. `matOp A` is the map $x\mapsto Ax$ on $\mathbb{C}^n$ with the Euclidean norm, and `ofLp` returns the component vector.

```lean
section Matrices

variable {n : Type*} [Fintype n]

/-- A complex matrix acting on the state space `ℂⁿ` with its standard inner product. -/
def matOp (A : Matrix n n ℂ) : EuclideanSpace ℂ n →ₗ[ℂ] EuclideanSpace ℂ n where
  toFun x := WithLp.toLp 2 (A *ᵥ x.ofLp)
  map_add' := by
    intro x y
    ext i
    simp [Matrix.mulVec_add]
  map_smul' := by
    intro c x
    ext i
    simp [Matrix.mulVec_smul]

/-- The components of `matOp A x` are the matrix-vector product `A x`. -/
theorem matOp_ofLp (A : Matrix n n ℂ) (x : EuclideanSpace ℂ n) :
    (matOp A x).ofLp = A *ᵥ x.ofLp := rfl
```

The next two lemmas translate the inner product into $x^\dagger y$ and prove $(Ax)^\dagger y=x^\dagger A^\dagger y=x^\dagger Ay$ for Hermitian $A$.

```lean
/-- The inner product on `ℂⁿ` is `x† y`. -/
theorem inner_euclid (x y : EuclideanSpace ℂ n) :
    ⟪x, y⟫_ℂ = star x.ofLp ⬝ᵥ y.ofLp := by
  rw [EuclideanSpace.inner_eq_star_dotProduct, dotProduct_comm]

/-- A Hermitian matrix satisfies `⟨A x, y⟩ = ⟨x, A y⟩` on `ℂⁿ`. -/
theorem matOp_isSymmetric {A : Matrix n n ℂ} (hA : A.IsHermitian) :
    (matOp A).IsSymmetric := by
  intro x y
  rw [inner_euclid, inner_euclid, matOp_ofLp, matOp_ofLp, Matrix.star_mulVec, hA.eq,
    Matrix.dotProduct_mulVec]
```

The main theorem reads: if every $H(t)$ is Hermitian, every $W(t)$ is positive semidefinite and $\psi$ solves the equation on the real line, then $d\|\psi\|^2/dt=-2\operatorname{Re}\,\psi^\dagger W\psi$ at every time and $\|\psi\|$ is nonincreasing. `PosSemidef` includes Hermiticity, and the rate is stated through its real part. Step `hexp` rewrites `expectation` as the quadratic form. The first claim is `hasDerivAt_normSq`; the second is `norm_antitone`, fed with the real part of the complex inequality $0\le x^\dagger Wx$.

```lean
/-- For Hermitian matrices `H(t)` and positive semidefinite matrices `W(t)`, a solution of
`ψ' = -i (H - i W) ψ` has `d‖ψ‖²/dt = -2 Re ψ† W ψ` and nonincreasing norm. -/
theorem absorbing_potential_matrix {H W : ℝ → Matrix n n ℂ} {ψ : ℝ → EuclideanSpace ℂ n}
    (hH : ∀ t, (H t).IsHermitian) (hW : ∀ t, (W t).PosSemidef)
    (hψ : IsEvolution (fun t => matOp (H t)) (fun t => matOp (W t)) ψ) :
    (∀ t, HasDerivAt (fun s => ‖ψ s‖ ^ 2)
      (-2 * (star (ψ t).ofLp ⬝ᵥ W t *ᵥ (ψ t).ofLp).re) t) ∧
    Antitone (fun t => ‖ψ t‖) := by
  have hexp : ∀ t (x : EuclideanSpace ℂ n),
      expectation (matOp (W t)) x = (star x.ofLp ⬝ᵥ W t *ᵥ x.ofLp).re := by
    intro t x
    unfold expectation
    rw [inner_euclid, matOp_ofLp]
  have hsym : ∀ t, (matOp (H t)).IsSymmetric := fun t => matOp_isSymmetric (hH t)
  constructor
  · intro t
    rw [← hexp]
    exact hasDerivAt_normSq hsym hψ t
  · refine norm_antitone hsym (fun t x => ?_) hψ
    have h := (Complex.le_def.mp ((hW t).dotProduct_mulVec_nonneg x.ofLp)).1
    rw [Complex.zero_re, ← hexp] at h
    exact h

end Matrices
```

The theorem concerns the exact flow, not a time-stepping scheme. An explicit Euler step of size $\delta$ with $H=1$ and $W=0$ multiplies the norm by $|1-i\delta|=\sqrt{1+\delta^2}>1$, an aside that is checked by hand only.

## A two-level example

Take $H=\sigma_x$ and $W=\operatorname{diag}(2,0)$, so that the second level is not absorbed directly but couples to one that is.

```lean
/-- A two-level Hamiltonian with unit coupling between the levels. -/
def twoH : Matrix (Fin 2) (Fin 2) ℂ := !![0, 1; 1, 0]

/-- An absorbing potential of strength two acting on the first level only. -/
def twoW : Matrix (Fin 2) (Fin 2) ℂ := !![2, 0; 0, 0]
```

The state is $\psi(t)=e^{-t}(-it,\;1+t)$. The equations are $\psi_1'=-2\psi_1-i\psi_2$ and $\psi_2'=-i\psi_1$; both sides of the first equal $i(t-1)e^{-t}$, and both sides of the second equal $-te^{-t}$.

```lean
/-- The state `exp(-t) (0, 1) + t exp(-t) (-i, 1)`. -/
def twoState (t : ℝ) : EuclideanSpace ℂ (Fin 2) :=
  ((Real.exp (-t) : ℝ) : ℂ) • (!₂[0, 1] : EuclideanSpace ℂ (Fin 2))
    + ((t * Real.exp (-t) : ℝ) : ℂ) • (!₂[-I, 1] : EuclideanSpace ℂ (Fin 2))
```

The last theorem verifies the three assumptions of the matrix theorem for this case, together with $HW\ne WH$ and $\psi(0)\ne0$. Positivity comes from $x^\dagger Wx=2|x_1|^2$, with Lean's index `0` for the first level, and non-commutation from one off-diagonal entry. The equation of motion follows by differentiating $e^{-t}$ and $te^{-t}$ in `h1` and `h2` and comparing real and imaginary parts of each component.

```lean
/-- `twoH` is Hermitian, `twoW` is positive semidefinite, they do not commute, and `twoState`
is a solution of `ψ' = -i (H - i W) ψ` that is nonzero at time zero. -/
theorem absorbing_potential_witness :
    twoH.IsHermitian ∧ twoW.PosSemidef ∧ twoH * twoW ≠ twoW * twoH ∧
    IsEvolution (fun _ => matOp twoH) (fun _ => matOp twoW) twoState ∧ twoState 0 ≠ 0 := by
  refine ⟨?_, ?_, ?_, ?_, ?_⟩
  · refine Matrix.IsHermitian.ext fun i j => ?_
    fin_cases i <;> fin_cases j <;> simp [twoH]
  · refine Matrix.posSemidef_iff_dotProduct_mulVec.mpr ⟨?_, fun x => ?_⟩
    · refine Matrix.IsHermitian.ext fun i j => ?_
      fin_cases i <;> fin_cases j <;> simp [twoW]
    · have h : star x ⬝ᵥ twoW *ᵥ x = star (x 0) * x 0 + star (x 0) * x 0 := by
        simp [twoW, Matrix.mulVec, dotProduct, Fin.sum_univ_two] <;> ring
      rw [h]
      exact add_nonneg (star_mul_self_nonneg _) (star_mul_self_nonneg _)
  · intro h
    have h01 := congrFun (congrFun h 0) 1
    simp [twoH, twoW, Matrix.mul_apply, Fin.sum_univ_two] at h01
  · intro t
    have h1 : HasDerivAt (fun s : ℝ => Real.exp (-s)) (Real.exp (-t) * -1) t :=
      (hasDerivAt_neg' t).exp
    have h2 : HasDerivAt (fun s : ℝ => s * Real.exp (-s))
        (1 * Real.exp (-t) + t * (Real.exp (-t) * -1)) t :=
      (hasDerivAt_id' t).fun_mul h1
    have h3 := (h1.ofReal_comp.smul_const (!₂[0, 1] : EuclideanSpace ℂ (Fin 2))).fun_add
      (h2.ofReal_comp.smul_const (!₂[-I, 1] : EuclideanSpace ℂ (Fin 2)))
    refine h3.congr_deriv ?_
    -- compare both sides component by component
    simp only [twoState]
    generalize Real.exp (-t) = e
    ext i
    fin_cases i <;> apply Complex.ext <;>
      simp [effHam, matOp_ofLp, twoH, twoW, Matrix.mulVec, dotProduct, Fin.sum_univ_two] <;>
      ring
  · intro h
    have h1 := congrArg (fun v : EuclideanSpace ℂ (Fin 2) => v.ofLp 1) h
    simp [twoState] at h1

end

end AbsorbingPotential
```

```lean
#print axioms AbsorbingPotential.hasDerivAt_inner_self_of_symmetric
#print axioms AbsorbingPotential.normSq_le_exp
#print axioms AbsorbingPotential.norm_antitone_iff
#print axioms AbsorbingPotential.absorbing_potential_matrix
```

```
'AbsorbingPotential.hasDerivAt_inner_self_of_symmetric' depends on axioms: [propext, Classical.choice, Quot.sound]
'AbsorbingPotential.normSq_le_exp' depends on axioms: [propext, Classical.choice, Quot.sound]
'AbsorbingPotential.norm_antitone_iff' depends on axioms: [propext, Classical.choice, Quot.sound]
'AbsorbingPotential.absorbing_potential_matrix' depends on axioms: [propext, Classical.choice, Quot.sound]
```
